# On the plane, the squared four-point function of a free chiral Majorana fermion with propagator 1/(z − w) is the four-point function of a free chiral boson current with propagator 1/(z − w)²

The theorem `majorana_sq_eq_current` concerns two free chiral fields on the plane, a Majorana fermion with propagator 1/(z − w) and a boson current with propagator 1/(z − w)². Their four-point functions are defined by Wick's expansion as sums over the three ways of pairing four points, where the fermion's crossed pairing has a minus sign and all the current's pairings have a plus. The theorem says that at four distinct points the square of the fermion's sum equals the current's sum, and it holds with positions in any field `K`. The proof takes the general identity `fermion_sq_sub_boson` with d(z, w) = z − w, whose right-hand side then has a numerator that vanishes identically, and leaves the remaining algebra to `linear_combination h`.

As first written in Lean, the proof fails:

```lean
import Mathlib

open Finset

namespace MajoranaCurrentFourPoint

noncomputable section

/-- All ways to pick one field out of a list, each with the list of remaining fields. -/
def picks {α : Type*} : List α → List (α × List α)
  | [] => []
  | y :: ys => (y, ys) :: (picks ys).map (fun p => (p.1, y :: p.2))

/-- The sum `a₀ + s a₁ + s² a₂ + ...`, where `s` is the exchange sign. -/
def exchangeSum {R : Type*} [CommRing R] (s : R) : List R → R
  | [] => 0
  | a :: as => a + s * exchangeSum s as

/-- Wick's expansion: the sum over all full contractions of a list of fields into `n` pairs,
with propagator `f` and exchange sign `s` (`-1` for fermions, `1` for bosons). -/
def wick {R α : Type*} [CommRing R] (s : R) (f : α → α → R) : ℕ → List α → R
  | 0, [] => 1
  | 0, _ :: _ => 0
  | _ + 1, [] => 0
  | n + 1, x :: xs => exchangeSum s ((picks xs).map (fun p => f x p.1 * wick s f n p.2))

/-- The propagator of a free chiral Majorana fermion on the plane. -/
def majorana {K : Type*} [Field K] (z w : K) : K := 1 / (z - w)

/-- The propagator of a free chiral boson current on the plane. -/
def current {K : Type*} [Field K] (z w : K) : K := 1 / (z - w) ^ 2

/-- The four-point function is a sum over three pairings, with weights `1`, `s` and `s ^ 2`. -/
theorem wick_four {R α : Type*} [CommRing R] (s : R) (f : α → α → R) (x₁ x₂ x₃ x₄ : α) :
    wick s f 2 [x₁, x₂, x₃, x₄] =
      f x₁ x₂ * f x₃ x₄ + s * (f x₁ x₃ * f x₂ x₄) + s ^ 2 * (f x₁ x₄ * f x₂ x₃) := by
  simp [wick, picks, exchangeSum]
  ring

/-- For a propagator `1 / d`, the squared fermionic four-point function differs from the bosonic
one with squared propagator by a multiple of `d₁₂ d₃₄ - d₁₃ d₂₄ + d₁₄ d₂₃`. -/
theorem fermion_sq_sub_boson {K α : Type*} [Field K] (d : α → α → K) (x₁ x₂ x₃ x₄ : α)
    (h₁₂ : d x₁ x₂ ≠ 0) (h₁₃ : d x₁ x₃ ≠ 0) (h₁₄ : d x₁ x₄ ≠ 0)
    (h₂₃ : d x₂ x₃ ≠ 0) (h₂₄ : d x₂ x₄ ≠ 0) (h₃₄ : d x₃ x₄ ≠ 0) :
    wick (-1) (fun x y => 1 / d x y) 2 [x₁, x₂, x₃, x₄] ^ 2
        - wick 1 (fun x y => (1 / d x y) ^ 2) 2 [x₁, x₂, x₃, x₄] =
      -2 * (d x₁ x₂ * d x₃ x₄ - d x₁ x₃ * d x₂ x₄ + d x₁ x₄ * d x₂ x₃) /
        (d x₁ x₂ * d x₃ x₄ * (d x₁ x₃ * d x₂ x₄) * (d x₁ x₄ * d x₂ x₃)) := by
  simp only [wick_four]
  field_simp
  ring

/-- At four distinct points of the plane, the square of the Majorana four-point function is the
four-point function of the boson current. -/
theorem majorana_sq_eq_current {K : Type*} [Field K] (z₁ z₂ z₃ z₄ : K)
    (h₁₂ : z₁ ≠ z₂) (h₁₃ : z₁ ≠ z₃) (h₁₄ : z₁ ≠ z₄)
    (h₂₃ : z₂ ≠ z₃) (h₂₄ : z₂ ≠ z₄) (h₃₄ : z₃ ≠ z₄) :
    wick (-1) majorana 2 [z₁, z₂, z₃, z₄] ^ 2 = wick 1 current 2 [z₁, z₂, z₃, z₄] := by
  have h := fermion_sq_sub_boson (fun z w : K => z - w) z₁ z₂ z₃ z₄
    (sub_ne_zero.mpr h₁₂) (sub_ne_zero.mpr h₁₃) (sub_ne_zero.mpr h₁₄)
    (sub_ne_zero.mpr h₂₃) (sub_ne_zero.mpr h₂₄) (sub_ne_zero.mpr h₃₄)
  simp only [wick_four] at h
  simp only [wick_four, majorana, current]
  -- the numerator on the right of `h` vanishes identically in the four positions
  linear_combination h

end

end MajoranaCurrentFourPoint
```

The error:

```
Main.lean:65:2: error: ring failed, ring expressions not equal
K : Type u_1
inst✝ : Field K
z₁ z₂ z₃ z₄ : K
h₁₂ : z₁ ≠ z₂
h₁₃ : z₁ ≠ z₃
h₁₄ : z₁ ≠ z₄
h₂₃ : z₂ ≠ z₃
h₂₄ : z₂ ≠ z₄
h₃₄ : z₃ ≠ z₄
h :
  (1 / (z₁ - z₂) * (1 / (z₃ - z₄)) + -1 * (1 / (z₁ - z₃) * (1 / (z₂ - z₄))) +
          (-1) ^ 2 * (1 / (z₁ - z₄) * (1 / (z₂ - z₃)))) ^
        2 -
      ((1 / (z₁ - z₂)) ^ 2 * (1 / (z₃ - z₄)) ^ 2 + 1 * ((1 / (z₁ - z₃)) ^ 2 * (1 / (z₂ - z₄)) ^ 2) +
        1 ^ 2 * ((1 / (z₁ - z₄)) ^ 2 * (1 / (z₂ - z₃)) ^ 2)) =
    -2 * ((z₁ - z₂) * (z₃ - z₄) - (z₁ - z₃) * (z₂ - z₄) + (z₁ - z₄) * (z₂ - z₃)) /
      ((z₁ - z₂) * (z₃ - z₄) * ((z₁ - z₃) * (z₂ - z₄)) * ((z₁ - z₄) * (z₂ - z₃)))
⊢ (z₁ - z₂)⁻¹ ^ 2 * (z₃ - z₄)⁻¹ ^ 2 + (z₁ - z₃)⁻¹ ^ 2 * (z₂ - z₄)⁻¹ ^ 2 + (z₁ - z₄)⁻¹ ^ 2 * (z₂ - z₃)⁻¹ ^ 2 -
          (-(z₁ * z₂ * 2) + z₁ ^ 2 + z₂ ^ 2)⁻¹ * (-(z₃ * z₄ * 2) + z₃ ^ 2 + z₄ ^ 2)⁻¹ -
        (-(z₁ * z₃ * 2) + z₁ ^ 2 + z₃ ^ 2)⁻¹ * (-(z₂ * z₄ * 2) + z₂ ^ 2 + z₄ ^ 2)⁻¹ -
      (-(z₁ * z₄ * 2) + z₁ ^ 2 + z₄ ^ 2)⁻¹ * (-(z₂ * z₃ * 2) + z₂ ^ 2 + z₃ ^ 2)⁻¹ =
    0
```

The mended proof, as a diff:

```diff
@@ -60,5 +60,5 @@
     (sub_ne_zero.mpr h₁₂) (sub_ne_zero.mpr h₁₃) (sub_ne_zero.mpr h₁₄)
     (sub_ne_zero.mpr h₂₃) (sub_ne_zero.mpr h₂₄) (sub_ne_zero.mpr h₃₄)
-  simp only [wick_four] at h
+  simp only [wick_four, one_div_pow] at h
   simp only [wick_four, majorana, current]
   -- the numerator on the right of `h` vanishes identically in the four positions
```

Diagnosis. The error says that `ring`, which `linear_combination h` calls to check the algebra, could not bring the difference of the two sides to zero. What is left over is the current's three terms, each occurring twice with opposite signs and in two different forms.

The hypothesis `h` has squares of inverses, `(1 / (z₁ - z₂)) ^ 2`, while the goal, once `current` is unfolded, has inverses of squares, `1 / (z₁ - z₂) ^ 2`. These are equal, but `ring` multiplies out the square under the inverse and then treats the inverse of the resulting three-term sum as a new quantity, unrelated to `(z₁ - z₂)⁻¹`. So the terms don't cancel.

The repair adds `one_div_pow` to the `simp only` call on `h`. This lemma rewrites `(1 / a) ^ n` as `1 / a ^ n`, so the current's terms in `h` take the same form as those in the goal, and `ring` can cancel them.
